# A simple RPA mode has nonzero Krein product with any mode at the conjugate frequency

One excitation of real energy \(a\), coupled to its de-excitation by a complex number \(b\neq0\), has the response matrix \(\begin{pmatrix}a&b\\-\bar b&-a\end{pmatrix}\), with frequencies (in units where \(\hbar=1\)) \(w=\pm\sqrt{a^2-|b|^2}\) and modes \(x=(b,\,w-a)\). With \(S=\mathrm{diag}(1,-1)\) and the mode \(y=(b,\,\bar w-a)\) at \(\bar w\), one finds the Krein product \(y^*Sx=|b|^2-(w-a)^2=2w(a-w)\), which vanishes only when the two frequencies merge at \(w=0\).

```lean
import Mathlib

open Matrix
open scoped ComplexOrder

namespace RPAKreinSignature

variable {n : Type*} [Fintype n] [DecidableEq n]

/-- The RPA matrix with blocks `A`, `B` in the first row and `-conj B`, `-conj A` in the second. -/
def rpa (A B : Matrix n n ℂ) : Matrix (n ⊕ n) (n ⊕ n) ℂ :=
  fromBlocks A B (-(B.map star)) (-(A.map star))

/-- The indefinite metric `S = diag(I, -I)`. -/
def metric : Matrix (n ⊕ n) (n ⊕ n) ℂ := fromBlocks 1 0 0 (-1)

/-- The Krein product `y* S x` of two response vectors. -/
def krein (y x : n ⊕ n → ℂ) : ℂ := star y ⬝ᵥ (metric *ᵥ x)

/-- The metric is its own inverse. -/
theorem metric_mul_self : (metric : Matrix (n ⊕ n) (n ⊕ n) ℂ) * metric = 1 := by
  simp [metric, fromBlocks_multiply]

/-- For Hermitian `A` and symmetric `B` the RPA matrix is pseudo-Hermitian: `H* S = S H`. -/
theorem rpa_pseudoHermitian {A B : Matrix n n ℂ} (hA : A.IsHermitian) (hB : B.IsSymm) :
    (rpa A B)ᴴ * metric = metric * rpa A B := by
  have h2 : Bᴴ = B.map star := by
    ext i j
    exact congrArg star (hB.apply i j)
  have h3 : (-(B.map star))ᴴ = -B := by
    ext i j
    change star (-star (B j i)) = -B i j
    rw [star_neg, star_star, hB.apply]
  have h4 : (-(A.map star))ᴴ = -(A.map star) := by
    ext i j
    change star (-star (A j i)) = -star (A i j)
    rw [star_neg, star_star, hA.apply j i]
  rw [rpa, metric, fromBlocks_conjTranspose, hA.eq, h2, h3, h4]
  simp [fromBlocks_multiply]

/-- For Hermitian `A` and symmetric `B`, a right eigenvector `y` of the RPA matrix at `v` gives
the left eigenvector `y* S` at `conj v`. -/
theorem left_mode {A B : Matrix n n ℂ} (hA : A.IsHermitian) (hB : B.IsSymm) {v : ℂ}
    {y : n ⊕ n → ℂ} (hy : rpa A B *ᵥ y = v • y) :
    (star y ᵥ* metric) ᵥ* rpa A B = star v • (star y ᵥ* metric) := by
  rw [vecMul_vecMul, ← rpa_pseudoHermitian hA hB, ← vecMul_vecMul, ← star_mulVec, hy,
    star_smul, smul_vecMul]

/-- At a simple root `w` of the characteristic polynomial, every vector annihilated by
`(M - w)^2` is a multiple of any given eigenvector `x ≠ 0`. -/
theorem simple_root_line {M : Matrix n n ℂ} {w : ℂ} (hw : M.charpoly.rootMultiplicity w = 1)
    {x u : n → ℂ} (hx0 : x ≠ 0) (hx : (M - w • 1) *ᵥ x = 0)
    (hu : (M - w • 1) *ᵥ ((M - w • 1) *ᵥ u) = 0) : ∃ c : ℂ, c • x = u := by
  have hch : (toLin' M).charpoly = M.charpoly := by
    rw [← LinearMap.charpoly_toMatrix (toLin' M) (Pi.basisFun ℂ n),
      LinearMap.toMatrix_eq_toMatrix', LinearMap.toMatrix'_toLin']
  -- the generalised eigenspace has the dimension of the algebraic multiplicity
  have hk : Module.finrank ℂ (Module.End.maxGenEigenspace (toLin' M) w) = 1 := by
    rw [LinearMap.finrank_maxGenEigenspace_eq, hch, hw]
  have happ : ∀ v, (toLin' M - w • (1 : Module.End ℂ (n → ℂ))) v = (M - w • 1) *ᵥ v := by
    intro v
    simp [sub_mulVec, smul_mulVec]
  have hmx : x ∈ Module.End.maxGenEigenspace (toLin' M) w :=
    (Module.End.mem_maxGenEigenspace _ _ _).2 ⟨1, by rw [pow_one, happ, hx]⟩
  have hmu : u ∈ Module.End.maxGenEigenspace (toLin' M) w :=
    (Module.End.mem_maxGenEigenspace _ _ _).2
      ⟨2, by rw [pow_two, Module.End.mul_apply, happ, happ, hu]⟩
  obtain ⟨c, hc⟩ := (finrank_eq_one_iff_of_nonzero'
    (⟨x, hmx⟩ : Module.End.maxGenEigenspace (toLin' M) w)
    (fun h => hx0 (congrArg Subtype.val h))).1 hk ⟨u, hmu⟩
  exact ⟨c, congrArg Subtype.val hc⟩

/-- Nonzero left and right eigenvectors of a complex matrix at the same simple root of the
characteristic polynomial have a nonzero overlap. -/
theorem overlap_ne_zero {M : Matrix n n ℂ} {w : ℂ} (hw : M.charpoly.rootMultiplicity w = 1)
    {x z : n → ℂ} (hx0 : x ≠ 0) (hz0 : z ≠ 0) (hx : M *ᵥ x = w • x) (hz : z ᵥ* M = w • z) :
    z ⬝ᵥ x ≠ 0 := by
  intro h0
  have r1 : z ᵥ* vecMulVec x (star x) = (z ⬝ᵥ x) • star x := by
    ext j
    simp only [vecMul, dotProduct, vecMulVec_apply, Pi.smul_apply, smul_eq_mul,
      Finset.sum_mul, mul_assoc]
  have r2 : ∀ u, vecMulVec x (star x) *ᵥ u = (star x ⬝ᵥ u) • x := by
    intro u
    ext j
    simp only [mulVec, dotProduct, vecMulVec_apply, Pi.smul_apply, smul_eq_mul, Finset.sum_mul]
    exact Finset.sum_congr rfl fun i _ => by ring
  have hNx : (M - w • 1) *ᵥ x = 0 := by
    rw [sub_mulVec, smul_mulVec, one_mulVec, hx, sub_self]
  -- `z` is a left null vector of `M - w + x x*`, so there is a right null vector `u`
  have hzP : z ᵥ* (M - w • 1 + vecMulVec x (star x)) = 0 := by
    rw [vecMul_add, vecMul_sub, hz, vecMul_smul, vecMul_one, sub_self, r1, h0, zero_smul,
      add_zero]
  obtain ⟨u, hu0, hu⟩ := exists_mulVec_eq_zero_iff.mpr
    (exists_vecMul_eq_zero_iff.mp ⟨z, hz0, hzP⟩)
  rw [add_mulVec, r2] at hu
  have e := eq_neg_of_add_eq_zero_left hu
  obtain ⟨a, rfl⟩ := simple_root_line hw hx0 hNx
    (by rw [e, mulVec_neg, mulVec_smul, hNx, smul_zero, neg_zero])
  -- `u = a x` lies in the kernel of `M - w`, so its component along `x` vanishes
  rw [mulVec_smul, hNx, smul_zero, zero_add, dotProduct_smul, smul_eq_mul] at hu
  rcases mul_eq_zero.1 ((smul_eq_zero.1 hu).resolve_right hx0) with h | h
  · exact hu0 (by rw [h, zero_smul])
  · exact hx0 (dotProduct_star_self_eq_zero.1 h)

/-- Let `A` be Hermitian, `B` symmetric and `w` a simple root of the characteristic polynomial of
the RPA matrix. Nonzero modes `x` at `w` and `y` at `conj w` have `y* S x ≠ 0`. -/
theorem krein_ne_zero {A B : Matrix n n ℂ} (hA : A.IsHermitian) (hB : B.IsSymm) {w : ℂ}
    (hw : (rpa A B).charpoly.rootMultiplicity w = 1) {x y : n ⊕ n → ℂ} (hx0 : x ≠ 0)
    (hy0 : y ≠ 0) (hx : rpa A B *ᵥ x = w • x) (hy : rpa A B *ᵥ y = star w • y) :
    krein y x ≠ 0 := by
  have hz := left_mode hA hB hy
  rw [star_star] at hz
  rw [krein, dotProduct_mulVec]
  refine overlap_ne_zero hw hx0 (fun h => hy0 ?_) hx hz
  have h' := congrArg (fun v => v ᵥ* metric) h
  simp only [vecMul_vecMul, metric_mul_self, vecMul_one, zero_vecMul] at h'
  exact star_eq_zero.1 h'

/-- For Hermitian `A` and symmetric `B`, modes `x` at `w` and `y` at `v` with `w ≠ conj v` are
Krein-orthogonal; with `y = x` this says that a mode at a non-real `w` has `x* S x = 0`. -/
theorem krein_orthogonal {A B : Matrix n n ℂ} (hA : A.IsHermitian) (hB : B.IsSymm) {w v : ℂ}
    (hwv : w ≠ star v) {x y : n ⊕ n → ℂ} (hx : rpa A B *ᵥ x = w • x)
    (hy : rpa A B *ᵥ y = v • y) : krein y x = 0 := by
  have h := congrArg (fun z => z ⬝ᵥ x) (left_mode hA hB hy)
  simp only [← dotProduct_mulVec _ (rpa A B) x, hx, dotProduct_smul, smul_dotProduct,
    smul_eq_mul] at h
  rw [krein, dotProduct_mulVec]
  have h' : (w - star v) * ((star y ᵥ* metric) ⬝ᵥ x) = 0 := by linear_combination h
  exact (mul_eq_zero.1 h').resolve_left (sub_ne_zero.2 hwv)

/-- For Hermitian `A` and symmetric `B`, every nonzero mode `x` at a simple root `w` has a partner
`y` at `conj w` normalised to `y* S x = 1`. -/
theorem exists_partner {A B : Matrix n n ℂ} (hA : A.IsHermitian) (hB : B.IsSymm) {w : ℂ}
    (hw : (rpa A B).charpoly.rootMultiplicity w = 1) {x : n ⊕ n → ℂ} (hx0 : x ≠ 0)
    (hx : rpa A B *ᵥ x = w • x) :
    ∃ y, rpa A B *ᵥ y = star w • y ∧ krein y x = 1 := by
  have hNx : (rpa A B - w • 1) *ᵥ x = 0 := by
    rw [sub_mulVec, smul_mulVec, one_mulVec, hx, sub_self]
  obtain ⟨v, hv0, hv⟩ := exists_vecMul_eq_zero_iff.mpr
    (exists_mulVec_eq_zero_iff.mp ⟨x, hx0, hNx⟩)
  rw [vecMul_sub, vecMul_smul, vecMul_one, sub_eq_zero] at hv
  -- the metric turns the left eigenvector `v` into a right eigenvector at `conj w`
  have hHS : rpa A B * metric = metric * (rpa A B)ᴴ := by
    calc rpa A B * metric = metric * (metric * rpa A B) * metric := by
          rw [← mul_assoc metric metric, metric_mul_self, one_mul]
      _ = metric * (rpa A B)ᴴ := by
          rw [← rpa_pseudoHermitian hA hB, mul_assoc, mul_assoc, metric_mul_self, mul_one]
  have hy : rpa A B *ᵥ (metric *ᵥ star v) = star w • (metric *ᵥ star v) := by
    rw [mulVec_mulVec, hHS, ← mulVec_mulVec, ← star_vecMul, hv, star_smul, mulVec_smul]
  have hy0 : metric *ᵥ star v ≠ 0 := by
    intro h
    have h' := congrArg (fun u => metric *ᵥ u) h
    simp only [mulVec_mulVec, metric_mul_self, one_mulVec, mulVec_zero] at h'
    exact hv0 (star_eq_zero.1 h')
  have hk := krein_ne_zero hA hB hw hx0 hy0 hx hy
  refine ⟨star (krein (metric *ᵥ star v) x)⁻¹ • (metric *ᵥ star v), ?_, ?_⟩
  · rw [mulVec_smul, hy, smul_comm]
  · rw [krein, star_smul, star_star, smul_dotProduct, smul_eq_mul]
    exact inv_mul_cancel₀ hk

/-- The Krein norm `x* S x` is the weight of the upper (excitation) half of `x` minus the weight
of the lower (de-excitation) half. -/
theorem krein_self (x : n ⊕ n → ℂ) : krein x x =
    ((∑ i, ‖x (Sum.inl i)‖ ^ 2 - ∑ i, ‖x (Sum.inr i)‖ ^ 2 : ℝ) : ℂ) := by
  rw [krein, metric, fromBlocks_mulVec]
  simp [dotProduct, Fintype.sum_sum_type, neg_mulVec, Complex.conj_mul', sub_eq_add_neg]

/-- For Hermitian `A` and symmetric `B`, a nonzero mode at a simple real root can be rescaled by
a positive factor to Krein norm `1` or `-1`. -/
theorem real_mode_normalisable {A B : Matrix n n ℂ} (hA : A.IsHermitian) (hB : B.IsSymm)
    {w : ℝ} (hw : (rpa A B).charpoly.rootMultiplicity (w : ℂ) = 1) {x : n ⊕ n → ℂ}
    (hx0 : x ≠ 0) (hx : rpa A B *ᵥ x = (w : ℂ) • x) :
    ∃ c : ℝ, 0 < c ∧ (krein ((c : ℂ) • x) ((c : ℂ) • x) = 1 ∨
      krein ((c : ℂ) • x) ((c : ℂ) • x) = -1) := by
  have hk := krein_ne_zero hA hB hw hx0 hx0 hx (by simpa using hx)
  obtain ⟨r, hr⟩ : ∃ r : ℝ, krein x x = (r : ℂ) := ⟨_, krein_self x⟩
  have hr0 : r ≠ 0 := by
    rintro rfl
    exact hk (by simpa using hr)
  have hs (c : ℝ) : krein ((c : ℂ) • x) ((c : ℂ) • x) = ((c * c * r : ℝ) : ℂ) := by
    have h : krein ((c : ℂ) • x) ((c : ℂ) • x) = c * (c * krein x x) := by
      simp [krein, star_smul, smul_dotProduct, dotProduct_smul, mulVec_smul]
    rw [h, hr]
    push_cast
    ring
  have hcc : (√|r|)⁻¹ * (√|r|)⁻¹ = |r|⁻¹ := by
    rw [← mul_inv, Real.mul_self_sqrt (abs_nonneg r)]
  refine ⟨(√|r|)⁻¹, inv_pos.2 (Real.sqrt_pos.2 (abs_pos.2 hr0)), ?_⟩
  rw [hs, hcc]
  -- the sign of the Krein norm decides between the two cases
  rcases lt_or_gt_of_ne hr0 with h | h
  · right
    rw [abs_of_neg h, inv_neg, neg_mul, inv_mul_cancel₀ hr0]
    norm_num
  · left
    rw [abs_of_pos h, inv_mul_cancel₀ hr0]
    norm_num

end RPAKreinSignature
```

```lean
#print axioms RPAKreinSignature.krein_orthogonal
-- 'RPAKreinSignature.krein_orthogonal' depends on axioms: [propext, Classical.choice, Quot.sound]
#print axioms RPAKreinSignature.exists_partner
-- 'RPAKreinSignature.exists_partner' depends on axioms: [propext, Classical.choice, Quot.sound]
#print axioms RPAKreinSignature.real_mode_normalisable
-- 'RPAKreinSignature.real_mode_normalisable' depends on axioms: [propext, Classical.choice, Quot.sound]
```

## Normalising an excitation with an indefinite metric

An RPA excitation has excitation amplitudes \(X_i\) and de-excitation amplitudes \(Y_i\). Its transition moments are computed after scaling the mode so that \(\sum_i|X_i|^2-\sum_i|Y_i|^2=\pm1\). This difference can be zero for a nonzero mode, and then no scaling works.

In the example with \(a>|b|\) and \(w>0\), scaling gives \(|X|^2=(a+w)/2w\) and \(|Y|^2=(a-w)/2w\), with difference 1. Both weights diverge as \(w\to0\). At \(|b|=a\) the only eigenvector, up to a factor, is \((b,-a)\), and its norm is zero. A one-dimensional eigenspace is therefore not enough: the theorems ask for a simple root of the characteristic polynomial.

For any finite number of channels, let \(A\) be Hermitian, \(B\) symmetric, and

\[
H=\begin{pmatrix}A&B\\-\bar B&-\bar A\end{pmatrix},\qquad S=\begin{pmatrix}I&0\\0&-I\end{pmatrix}.
\]

`krein_ne_zero` says that if \(w\) is a simple root, \(Hx=wx\) and \(Hy=\bar w y\) with \(x,y\neq0\), then \(y^*Sx\neq0\). For real \(w\) one may take \(y=x\), so the mode can be normalised.

This applies to RPA, adiabatic linear-response TDDFT and static-kernel Bethe–Salpeter calculations in a finite basis. The reduction of the physical response to finite, frequency-independent matrices \(A\) and \(B\) is taken as given. A frequency of \(H\) that is degenerate by symmetry is not a simple root, so `krein_ne_zero` does not cover it.

## The Lean objects and their conventions

The type `n` labels the channels. A vector on `n ⊕ n` holds \(X_i\) at `Sum.inl i` and \(Y_i\) at `Sum.inr i`. The letters \(x\) and \(y\) denote two complete modes, so \(y\) is not the textbook de-excitation amplitude \(Y\), and \(w\) is the frequency usually written \(\omega\).

`rpa A B` is \(H\), `metric` is \(S\), and `krein y x` is \(y^*Sx\), conjugate-linear in its first argument. On a number or vector `star` is complex conjugation, and `B.map star` is \(\bar B\) without transposition. The hypotheses `A.IsHermitian` and `B.IsSymm` express the symmetries of the orbital-energy and interaction terms in the response equations. Simplicity is the condition that `rootMultiplicity` equals 1; it concerns \(w\) alone, and other frequencies may be degenerate.

## From a right mode to a left mode

Using \(A^\dagger=A\) and \(B^T=B\), block multiplication gives

\[
H^\dagger S=\begin{pmatrix}A&-B\\\bar B&-\bar A\end{pmatrix}S
=\begin{pmatrix}A&B\\\bar B&\bar A\end{pmatrix}=SH .
\]

This is `rpa_pseudoHermitian`. If \(Hy=\bar w y\), then

\[
(y^*S)H=y^*H^\dagger S=(Hy)^*S=w\,(y^*S),
\]

so \(z=y^*S\) is a left eigenvector at \(w\), as `left_mode` states. It is nonzero because \(S^2=I\). It remains to show that \(zx\neq0\).

## Why left and right eigenvectors overlap at a simple root

Let \(M\) be any complex square matrix with \(Mx=wx\), \(zM=wz\), \(x,z\neq0\) and \(w\) a simple root. The generalised eigenspace at \(w\) has the dimension of the root's multiplicity, here one. Hence every \(u\) with \((M-w)^2u=0\) is a multiple of \(x\). `simple_root_line` obtains this from Mathlib's dimension formula for `maxGenEigenspace`, after placing both \(x\) and \(u\) in that space.

Suppose now that \(zx=0\), and set \(P=M-w+xx^*\). Then

\[
zP=z(M-w)+(zx)\,x^*=0,
\]

so \(P\) is singular and some \(u\neq0\) satisfies \(Pu=0\), that is,

\[
(M-w)u=-(x^*u)\,x .
\]

Applying \(M-w\) once more gives \((M-w)^2u=0\), so \(u=\alpha x\) for some complex \(\alpha\). Then \((M-w)u=0\), and the displayed equation becomes \(\alpha\,(x^*x)\,x=0\). Since \(x\neq0\), this forces \(\alpha=0\) and \(u=0\), a contradiction.

`overlap_ne_zero` takes the same steps. The auxiliary identities `r1` and `r2` compute the products \(z(xx^*)\) and \((xx^*)u\), and `hzP` is the equation \(zP=0\). `krein_ne_zero` then applies the result to \(M=H\) and \(z=y^*S\).

## Orthogonality, partners and the sign of the norm

For modes \(Hx=wx\) and \(Hy=vy\), evaluating \(y^*SHx\) in two ways gives \((w-\bar v)\,y^*Sx=0\). The product vanishes when \(w\neq\bar v\), which is `krein_orthogonal`; no simplicity is needed. With \(y=x\), a mode at a non-real frequency has zero norm. Such frequencies can occur when the reference state is unstable.

If its frequency is a simple root, such a mode can still be paired. As \(H-w\) is singular, there is a row \(\ell\neq0\) with \(\ell H=w\ell\) (called `v` in the proof of `exists_partner`). From \(HS=SH^\dagger\),

\[
H(S\ell^*)=SH^\dagger\ell^*=S(\ell H)^*=\bar w\,S\ell^* .
\]

So \(S\ell^*\) is a nonzero mode at \(\bar w\). At a simple root its product \(k\) with \(x\) is nonzero, and dividing \(S\ell^*\) by \(\bar k\) gives a partner with \(y^*Sx=1\).

For a real simple root, `krein_self` identifies \(r=x^*Sx\) with the real number \(\sum_i|X_i|^2-\sum_i|Y_i|^2\), and \(r\neq0\) by the main theorem. Scaling \(x\) by \(c=|r|^{-1/2}\) gives norm \(c^2r=r/|r|=\pm1\). The final case split in `real_mode_normalisable` is on the sign of \(r\). The theorem leaves open which sign belongs to a given frequency.
